# Lowest first-order energies of a degenerate level need not add: the Pauli matrices X and Z

When two weak perturbations act on a degenerate level, their matrices within the level are added first, and the sum is diagonalised. Diagonalising each matrix separately and adding the two lowest eigenvalues generally gives a different number. For a normalised nondegenerate state $\psi$ the order is irrelevant, because the first-order energy $\langle\psi|V|\psi\rangle$ is linear in the perturbation $V$. In a degenerate level the lowest state itself depends on $V$, and a two-level system is enough to show the consequence.

```lean
import Mathlib

open Matrix

namespace DegenerateFirstOrderNotAdditive

noncomputable section
```

## The lowest eigenvalue of a matrix

Let $H$ be a complex square matrix. A real number $E$ is an eigenvalue of $H$ if there is a vector $v\neq 0$ with

$$Hv = Ev .$$

The vector need not be normalised. In Lean, the finite type `n` labels the basis states, `H *ᵥ v` is the matrix acting on the vector, and `(E : ℂ)` is the real energy read as a complex number.

```lean
/-- The real number `E` is an eigenvalue of the matrix `H`. -/
def IsEigenvalue {n : Type*} [Fintype n] (H : Matrix n n ℂ) (E : ℝ) : Prop :=
  ∃ v : n → ℂ, v ≠ 0 ∧ H *ᵥ v = (E : ℂ) • v
```

The lowest eigenvalue is the least element of the set of real eigenvalues. `IsLowest H E` says that $E$ belongs to this set and that no member lies below it. For a Hermitian matrix, whose eigenvalues are all real, this is the ground-state energy. The definition does not itself require $H$ to be Hermitian.

```lean
/-- The real number `E` is the lowest real eigenvalue of the matrix `H`. -/
def IsLowest {n : Type*} [Fintype n] (H : Matrix n n ℂ) (E : ℝ) : Prop :=
  IsLeast {μ : ℝ | IsEigenvalue H μ} E
```

## A two-level system in a field

The perturbations are built from the three Pauli matrices, beginning with

$$X=\begin{pmatrix}0&1\\1&0\end{pmatrix}.$$

```lean
/-- The Pauli matrix X. -/
def pauliX : Matrix (Fin 2) (Fin 2) ℂ := !![0, 1; 1, 0]
```

The second matrix has imaginary entries off the diagonal:

$$Y=\begin{pmatrix}0&-i\\i&0\end{pmatrix}.$$

```lean
/-- The Pauli matrix Y. -/
def pauliY : Matrix (Fin 2) (Fin 2) ℂ := !![0, -Complex.I; Complex.I, 0]
```

The third is diagonal:

$$Z=\begin{pmatrix}1&0\\0&-1\end{pmatrix}.$$

```lean
/-- The Pauli matrix Z. -/
def pauliZ : Matrix (Fin 2) (Fin 2) ℂ := !![1, 0; 0, -1]
```

With real field components $x,y,z$, the Hamiltonian is

$$H(x,y,z)=xX+yY+zZ=\begin{pmatrix}z&x-iy\\x+iy&-z\end{pmatrix}.$$

Physical prefactors such as a magnetic moment are absorbed into the field, so its components are energies.

```lean
/-- The Hamiltonian `xX + yY + zZ` of a two-level system in the field `(x, y, z)`. -/
def spinHamiltonian (x y z : ℝ) : Matrix (Fin 2) (Fin 2) ℂ :=
  (x : ℂ) • pauliX + (y : ℂ) • pauliY + (z : ℂ) • pauliZ
```

## The first-order energy of a fully degenerate level

Suppose that every state has the same unperturbed energy $\varepsilon$, so that $H_0=\varepsilon 1$. Let $V$ have lowest eigenvalue $e$, and let $t\ge 0$ be the strength of the perturbation. For every vector $v$,

$$(\varepsilon 1+tV)v=\varepsilon v+t\,Vv .$$

If $Vv=ev$, the right-hand side is $(\varepsilon+te)v$, so $\varepsilon+te$ is an eigenvalue. To see that it is the lowest, let $\mu$ be any real eigenvalue, with eigenvector $v$. Then $t\,Vv=(\mu-\varepsilon)v$. For $t>0$ the number $(\mu-\varepsilon)/t$ is an eigenvalue of $V$, hence at least $e$, and $\mu\ge\varepsilon+te$. For $t=0$ the equation forces $\mu=\varepsilon$.

The lowest energy is therefore exactly $\varepsilon+te$, and $e$ is its first-order coefficient.

```lean
/-- If all states share the unperturbed energy `ε`, a perturbation `tV` with `t ≥ 0` moves the
lowest real eigenvalue to `ε + t e`, where `e` is the lowest real eigenvalue of `V`. -/
theorem lowest_of_degenerate_level {n : Type*} [Fintype n] [DecidableEq n]
    {V : Matrix n n ℂ} {e : ℝ} (h : IsLowest V e) (ε : ℝ) {t : ℝ} (ht : 0 ≤ t) :
    IsLowest ((ε : ℂ) • (1 : Matrix n n ℂ) + (t : ℂ) • V) (ε + t * e) := by
  have act : ∀ v : n → ℂ, ((ε : ℂ) • (1 : Matrix n n ℂ) + (t : ℂ) • V) *ᵥ v
      = (ε : ℂ) • v + (t : ℂ) • (V *ᵥ v) := by
    intro v
    rw [Matrix.add_mulVec, Matrix.smul_mulVec, Matrix.smul_mulVec, Matrix.one_mulVec]
  refine ⟨?_, ?_⟩
  · obtain ⟨v, hv, hV⟩ := h.1
    refine ⟨v, hv, ?_⟩
    rw [act, hV]
    push_cast
    module
  · rintro μ ⟨v, hv, hμ⟩
    rw [act] at hμ
    have hc : ∀ i, (ε : ℂ) * v i + (t : ℂ) * (V *ᵥ v) i = (μ : ℂ) * v i :=
      fun i => congrFun hμ i
    rcases ht.eq_or_lt with h0 | hpos
    · -- without perturbation the only eigenvalue is `ε`
      obtain ⟨i, hi⟩ := Function.ne_iff.1 hv
      have hi' := hc i
      rw [← h0, Complex.ofReal_zero, zero_mul, add_zero] at hi'
      have h1 : ε = μ := Complex.ofReal_injective (mul_right_cancel₀ hi hi')
      rw [← h0, h1]
      linarith
    · -- otherwise `(μ - ε) / t` is an eigenvalue of `V`
      have ht' : (t : ℂ) ≠ 0 := by exact_mod_cast hpos.ne'
      have hl : IsEigenvalue V ((μ - ε) / t) := by
        refine ⟨v, hv, ?_⟩
        ext i
        simp only [Pi.smul_apply, smul_eq_mul]
        push_cast
        apply mul_left_cancel₀ ht'
        have hq : (t : ℂ) * (((μ : ℂ) - ε) / t) = μ - ε := by field_simp
        linear_combination hc i - v i * hq
      have h2 : e ≤ (μ - ε) / t := h.2 hl
      rw [le_div_iff₀ hpos] at h2
      linarith
```

The auxiliary statement `act` is the displayed action on $v$. The two bullets after the first `refine` prove that the value is attained and that it is a lower bound. In the second, `ht.eq_or_lt` separates $t=0$ from $t>0$, and `hl` establishes that $(\mu-\varepsilon)/t$ is an eigenvalue of $V$.

The condition $t\ge0$ is easily overlooked. Reversing the sign of a perturbation turns its highest eigenvalue into the lowest. For $V=X$, $\varepsilon=0$ and $t=-1$, the formula would give $+1$, whereas the lowest eigenvalue of $-X$ is $-1$.

The theorem holds in any finite dimension, but it treats the degenerate level as the whole space. For a level embedded in a larger spectrum, ordinary degenerate perturbation theory puts the block of the perturbation within that level in the place of $V$; that reduction is not derived here.

## The spectrum is fixed by the length of the field

A nonzero solution of $(H-E1)v=0$ exists exactly when the determinant vanishes. For the spin Hamiltonian,

$$\det(H-E1)=(z-E)(-z-E)-(x-iy)(x+iy)=E^2-(x^2+y^2+z^2).$$

Thus $E$ is an eigenvalue if and only if $E^2=x^2+y^2+z^2$.

```lean
/-- The real eigenvalues `E` of `xX + yY + zZ` are the solutions of `E² = x² + y² + z²`. -/
theorem isEigenvalue_spin_iff (x y z E : ℝ) :
    IsEigenvalue (spinHamiltonian x y z) E ↔ E ^ 2 = x ^ 2 + y ^ 2 + z ^ 2 := by
  have hdet : (spinHamiltonian x y z - (E : ℂ) • (1 : Matrix (Fin 2) (Fin 2) ℂ)).det
      = ((E ^ 2 - (x ^ 2 + y ^ 2 + z ^ 2) : ℝ) : ℂ) := by
    rw [Matrix.det_fin_two]
    simp [spinHamiltonian, pauliX, pauliY, pauliZ]
    linear_combination (y : ℂ) ^ 2 * Complex.I_sq
  have key : IsEigenvalue (spinHamiltonian x y z) E ↔ ∃ v : Fin 2 → ℂ, v ≠ 0 ∧
      (spinHamiltonian x y z - (E : ℂ) • (1 : Matrix (Fin 2) (Fin 2) ℂ)) *ᵥ v = 0 := by
    simp only [IsEigenvalue, Matrix.sub_mulVec, Matrix.smul_mulVec, Matrix.one_mulVec,
      sub_eq_zero]
  rw [key, Matrix.exists_mulVec_eq_zero_iff, hdet, Complex.ofReal_eq_zero, sub_eq_zero]
```

Here `hdet` is the determinant calculation, with $i^2=-1$ supplied by `Complex.I_sq`. The step `key` moves $Ev$ to the left of the eigenvalue equation, and `Matrix.exists_mulVec_eq_zero_iff` links a nonzero null vector to a vanishing determinant.

The solutions are $\pm\sqrt{x^2+y^2+z^2}$, so the lowest eigenvalue is

$$-\sqrt{x^2+y^2+z^2}.$$

At zero field the two solutions coincide at $0$, and the formula still holds.

```lean
/-- The lowest eigenvalue of `xX + yY + zZ` is minus the length of the field `(x, y, z)`. -/
theorem lowest_spin (x y z : ℝ) :
    IsLowest (spinHamiltonian x y z) (-√(x ^ 2 + y ^ 2 + z ^ 2)) := by
  refine ⟨?_, ?_⟩
  · refine (isEigenvalue_spin_iff x y z _).2 ?_
    rw [neg_sq, Real.sq_sqrt (show (0 : ℝ) ≤ x ^ 2 + y ^ 2 + z ^ 2 by positivity)]
  · intro μ hμ
    have h := (isEigenvalue_spin_iff x y z μ).1 hμ
    exact (abs_le.1 (Real.abs_le_sqrt h.le)).1
```

The first part checks that the negative root satisfies the quadratic equation. The second uses $|\mu|\le\sqrt{x^2+y^2+z^2}$, which bounds every eigenvalue $\mu$ from below.

## Three fields that break additivity

The fields $(1,0,0)$, $(0,0,1)$ and $(1,0,1)$ have lengths $1$, $1$ and $\sqrt2$. They give

$$e(X)=-1,\qquad e(Z)=-1,\qquad e(X+Z)=-\sqrt2,$$

where $e(V)$ denotes the lowest eigenvalue of $V$. Since $\sqrt2<2$,

$$e(X)+e(Z)=-2<-\sqrt2=e(X+Z).$$

Adding the separate energies overestimates the lowering. The normalised lowest states of $X$ and $Z$ are $(1,-1)/\sqrt2$ and $(0,1)$, up to a phase, so no single state attains both minima.

```lean
/-- The lowest eigenvalues of X, Z and X + Z are -1, -1 and -√2, and the last lies strictly
above the sum of the first two. -/
theorem pauli_energies_not_additive :
    IsLowest pauliX (-1) ∧ IsLowest pauliZ (-1) ∧ IsLowest (pauliX + pauliZ) (-√2) ∧
      (-1 : ℝ) + -1 < -√2 := by
  refine ⟨?_, ?_, ?_, ?_⟩
  · simpa [spinHamiltonian] using lowest_spin 1 0 0
  · simpa [spinHamiltonian] using lowest_spin 0 0 1
  · have h := lowest_spin 1 0 1
    rw [show (1 : ℝ) ^ 2 + 0 ^ 2 + 1 ^ 2 = 2 by norm_num] at h
    simpa [spinHamiltonian] using h
  · have h : √(2 : ℝ) < 2 := by
      rw [Real.sqrt_lt' (by norm_num)]
      norm_num
    linarith
```

The three eigenvalue statements are special cases of `lowest_spin`; the final inequality follows from comparing squares.

## When two spin energies do add

Take two fields $(a,b,c)$ and $(x,y,z)$, with lengths $A$ and $B$ and scalar product $d=ax+by+cz$. Their Hamiltonians add to the Hamiltonian of the summed field, whose length $C$ satisfies

$$C^2=A^2+B^2+2d .$$

The lowest energies add when $-C=-A-B$, that is, when $C=A+B$. Both sides are nonnegative, so this is equivalent to $C^2=(A+B)^2$, and hence to

$$d=AB .$$

Geometrically, the fields point in the same direction or at least one of them vanishes. For $X$ and $Z$ the scalar product is $0$ and the product of lengths is $1$, so the condition fails.

```lean
/-- The lowest energies of two spin Hamiltonians add up to that of their sum exactly when the
scalar product of the two fields equals the product of their lengths. -/
theorem spin_energies_add_iff (a b c x y z : ℝ) {e₁ e₂ e : ℝ}
    (h₁ : IsLowest (spinHamiltonian a b c) e₁) (h₂ : IsLowest (spinHamiltonian x y z) e₂)
    (h : IsLowest (spinHamiltonian a b c + spinHamiltonian x y z) e) :
    e = e₁ + e₂ ↔
      a * x + b * y + c * z = √(a ^ 2 + b ^ 2 + c ^ 2) * √(x ^ 2 + y ^ 2 + z ^ 2) := by
  have hsum : spinHamiltonian a b c + spinHamiltonian x y z
      = spinHamiltonian (a + x) (b + y) (c + z) := by
    simp only [spinHamiltonian, Complex.ofReal_add]
    module
  rw [hsum] at h
  rw [IsLeast.unique h₁ (lowest_spin a b c), IsLeast.unique h₂ (lowest_spin x y z),
    IsLeast.unique h (lowest_spin (a + x) (b + y) (c + z))]
  -- the equality case of the triangle inequality, by comparing squares
  have aux : ∀ A B C d : ℝ, 0 ≤ A → 0 ≤ B → 0 ≤ C → C ^ 2 = A ^ 2 + B ^ 2 + 2 * d →
      (-C = -A + -B ↔ d = A * B) := by
    intro A B C d hA hB hC hsq
    constructor
    · intro hE
      have hCAB : C = A + B := by linarith
      rw [hCAB] at hsq
      linarith
    · intro hd
      have h2 : C ^ 2 = (A + B) ^ 2 := by
        rw [hsq, hd]
        ring
      have h3 := (sq_eq_sq₀ hC (add_nonneg hA hB)).1 h2
      linarith
  apply aux _ _ _ _ (Real.sqrt_nonneg _) (Real.sqrt_nonneg _) (Real.sqrt_nonneg _)
  rw [Real.sq_sqrt (show (0 : ℝ) ≤ (a + x) ^ 2 + (b + y) ^ 2 + (c + z) ^ 2 by positivity),
    Real.sq_sqrt (show (0 : ℝ) ≤ a ^ 2 + b ^ 2 + c ^ 2 by positivity),
    Real.sq_sqrt (show (0 : ℝ) ≤ x ^ 2 + y ^ 2 + z ^ 2 by positivity)]
  ring
```

The energies `e₁`, `e₂` and `e` enter through `IsLowest` hypotheses. A set has at most one least element, so `IsLeast.unique` replaces them by the square-root formulas. The statement `aux` is the comparison of squares above, and the closing `ring` verifies the expansion of $C^2$.

## Differentiability would force additivity

Let $f$ be a real function on a real normed space $W$ that satisfies

$$f(tu)=t f(u)\qquad\text{for all }t\ge0\text{ and all }u .$$

Setting $t=0$ gives $f(0)=0$. If $f$ is differentiable at the origin, with linear derivative $L$, then for every direction $u$

$$L(u)=\lim_{t\to0^+}\frac{f(tu)-f(0)}{t}
=\lim_{t\to0^+}\frac{t f(u)}{t}=f(u).$$

So $f$ coincides with the linear map $L$, and for any two vectors $v$ and $w$

$$f(v+w)=L(v+w)=L(v)+L(w)=f(v)+f(w).$$

```lean
/-- A real function `f` on a real normed space that satisfies `f (t • v) = t * f v` for all `t ≥ 0`
and all `v`, and is differentiable at the origin, is additive. -/
theorem additive_of_differentiable {W : Type*} [NormedAddCommGroup W] [NormedSpace ℝ W]
    {f : W → ℝ} (hd : DifferentiableAt ℝ f 0)
    (hom : ∀ t : ℝ, 0 ≤ t → ∀ v, f (t • v) = t * f v) (v w : W) :
    f (v + w) = f v + f w := by
  obtain ⟨L, hL⟩ := hd
  -- the one-sided derivative along `u` is both `L u` and `f u`
  have key : ∀ u, L u = f u := by
    intro u
    have hline : HasDerivAt (fun t : ℝ => t • u) u 0 := by
      simpa using (hasDerivAt_id' (0 : ℝ)).smul_const u
    have hL' : HasFDerivAt f L ((0 : ℝ) • u) := by
      rw [zero_smul]
      exact hL
    have h1 : HasDerivWithinAt (fun t : ℝ => f (t • u)) (L u) (Set.Ici 0) 0 :=
      (hL'.comp_hasDerivAt (0 : ℝ) hline).hasDerivWithinAt
    have h2 : HasDerivWithinAt (fun t : ℝ => t * f u) (f u) (Set.Ici 0) 0 := by
      simpa using ((hasDerivAt_id' (0 : ℝ)).mul_const (f u)).hasDerivWithinAt
    have h3 : HasDerivWithinAt (fun t : ℝ => f (t • u)) (f u) (Set.Ici 0) 0 :=
      h2.congr (fun t ht => hom t ht u) (hom 0 le_rfl u)
    exact UniqueDiffWithinAt.eq_deriv _ (uniqueDiffOn_Ici (0 : ℝ) 0 Set.self_mem_Ici) h1 h3
  rw [← key, ← key, ← key, map_add]
```

The proof turns on the uniqueness of a one-sided derivative. `HasDerivWithinAt` describes a derivative taken only along a given set, here `Set.Ici 0`, the half-line $[0,\infty)$. The chain rule gives `h1`: the function $t\mapsto f(tu)$ has derivative $L(u)$ along the half-line. The scaling rule gives `h3`: the same function has derivative $f(u)$ there, because it agrees with $t\mapsto t f(u)$ for $t\ge0$.

These two facts imply $L(u)=f(u)$ only if derivatives along the set are unique. At an isolated point, for example, every number would qualify as a derivative. `uniqueDiffOn_Ici` supplies uniqueness on the half-line, including at its endpoint, and `UniqueDiffWithinAt.eq_deriv` then equates the two values.

The one-sided formulation matches the physics: the lowest eigenvalue of $tV$ is $t$ times that of $V$ for $t\ge0$, but in general not for $t<0$, as the example $V=X$ showed. Had the lemma demanded the scaling rule for every real $t$, it would still be true, but it could not be applied to the lowest eigenvalue of $xX+yZ$ studied next.

## The kink at zero perturbation

Now let $E(x,y)$ be the lowest eigenvalue of $xX+yZ$. The second coordinate $y$ multiplies $Z$ here, so the corresponding field is $(x,0,y)$ and

$$E(x,y)=-\sqrt{x^2+y^2}.$$

The result for the degenerate level, with $\varepsilon=0$, gives

$$E(tx,ty)=tE(x,y)\qquad(t\ge0).$$

If $E$ were differentiable at the origin, it would be additive, and in particular

$$E(1,1)=E(1,0)+E(0,1).$$

The left side is $-\sqrt2$ and the right side is $-2$, a contradiction.

```lean
/-- The lowest eigenvalue of `xX + yZ`, as a function of `(x, y)`, is not differentiable at the
origin. -/
theorem lowest_not_differentiable (E : ℝ × ℝ → ℝ)
    (hE : ∀ x y : ℝ, IsLowest ((x : ℂ) • pauliX + (y : ℂ) • pauliZ) (E (x, y))) :
    ¬ DifferentiableAt ℝ E (0, 0) := by
  intro hd
  have hom : ∀ t : ℝ, 0 ≤ t → ∀ p, E (t • p) = t * E p := by
    rintro t ht ⟨x, y⟩
    have h := lowest_of_degenerate_level (hE x y) 0 ht
    have hm : ((0 : ℝ) : ℂ) • (1 : Matrix (Fin 2) (Fin 2) ℂ)
        + (t : ℂ) • ((x : ℂ) • pauliX + (y : ℂ) • pauliZ)
        = ((t * x : ℝ) : ℂ) • pauliX + ((t * y : ℝ) : ℂ) • pauliZ := by
      simp only [Complex.ofReal_mul, Complex.ofReal_zero]
      module
    rw [hm, zero_add] at h
    exact IsLeast.unique (hE (t * x) (t * y)) h
  -- differentiability would force the energies of X and Z to add
  have hadd := additive_of_differentiable hd hom (1, 0) (0, 1)
  rw [show ((1 : ℝ), (0 : ℝ)) + (0, 1) = (1, 1) by simp] at hadd
  obtain ⟨hX, hZ, hXZ, hlt⟩ := pauli_energies_not_additive
  have h1 : IsLowest (((1 : ℝ) : ℂ) • pauliX + ((0 : ℝ) : ℂ) • pauliZ) (-1) := by
    simpa using hX
  have h2 : IsLowest (((0 : ℝ) : ℂ) • pauliX + ((1 : ℝ) : ℂ) • pauliZ) (-1) := by
    simpa using hZ
  have h3 : IsLowest (((1 : ℝ) : ℂ) • pauliX + ((1 : ℝ) : ℂ) • pauliZ) (-√2) := by
    simpa using hXZ
  rw [IsLeast.unique (hE 1 0) h1, IsLeast.unique (hE 0 1) h2,
    IsLeast.unique (hE 1 1) h3] at hadd
  linarith

end

end DegenerateFirstOrderNotAdditive
```

The hypothesis `hE` identifies the function `E` by its values: at each point it is the lowest eigenvalue of the corresponding matrix. The proof obtains `hom` from `lowest_of_degenerate_level`, applies the differentiability lemma to $(1,0)$ and $(0,1)$, and inserts the three Pauli energies. The final `linarith` finds the contradiction with $-2<-\sqrt2$.

`DifferentiableAt ℝ E (0, 0)` means differentiability in both variables together, with a single linear map approximating $E$ near the origin. The failure is also visible along one axis, where $E(x,0)=-|x|$. The argument through additivity connects this kink to the energies of the two perturbations.

In this two-state model with two real parameters, the graph of $E$ is the lower sheet of a cone. A conical intersection of two electronic energy surfaces has this form to first order in the two directions that lift the degeneracy, after a linear change of coordinates and up to a constant and a linear energy term common to both states. The linear term can tilt the cone but does not remove the kink, so the lower of the two surfaces has no gradient at the point of degeneracy.

```lean
#print axioms DegenerateFirstOrderNotAdditive.pauli_energies_not_additive
#print axioms DegenerateFirstOrderNotAdditive.spin_energies_add_iff
#print axioms DegenerateFirstOrderNotAdditive.lowest_not_differentiable
```

```
'DegenerateFirstOrderNotAdditive.pauli_energies_not_additive' depends on axioms: [propext, Classical.choice, Quot.sound]
'DegenerateFirstOrderNotAdditive.spin_energies_add_iff' depends on axioms: [propext, Classical.choice, Quot.sound]
'DegenerateFirstOrderNotAdditive.lowest_not_differentiable' depends on axioms: [propext, Classical.choice, Quot.sound]
```
